# An exact solution of the Krylov chain with $b_n=\alpha n$ and its complexity $\sinh^2(\alpha t)$

## The chain, its amplitudes and its moments

In the Heisenberg picture with $\hbar=1$ and a time-independent Hamiltonian, a Hermitian operator of unit norm in the normalised trace inner product can be expanded in the orthonormal Krylov basis $O_n$ built from repeated commutators with the Hamiltonian: $O(t)=\sum_n i^n\varphi_n(t)\,O_n$. The factor $i^n$ leaves real amplitudes $\varphi_n$, which obey

$$\varphi_n'=b_n\varphi_{n-1}-b_{n+1}\varphi_{n+1},\qquad \varphi_{-1}=0,$$

where the Lanczos coefficients $b_n$ act as hopping strengths on a half-infinite chain of sites $n=0,1,2,\dots$

The code starts from this chain. It does not construct the Hamiltonian, the operator or the Krylov basis.

```lean
import Mathlib

open Filter Topology

namespace KrylovLinearGrowth

noncomputable section
```

The coefficients are postulated to be $b_n=\alpha n$ with $\alpha$ real, so the hopping grows in proportion to the distance from the first site.

```lean
/-- Linearly growing Lanczos coefficients `b_n = α n`. -/
def lanczos (α : ℝ) (n : ℕ) : ℝ := α * n
```

The proposed amplitudes are $f_n(t)=\tanh^n(\alpha t)/\cosh(\alpha t)$.

```lean
/-- The amplitude `tanh(αt)^n / cosh(αt)` on site `n` of the Krylov chain. -/
def amp (α : ℝ) (n : ℕ) (t : ℝ) : ℝ := Real.tanh (α * t) ^ n / Real.cosh (α * t)
```

`IsKrylovChain` states the chain equation for all real $t$. Site $0$ has its own clause without a left neighbour, which encodes $\varphi_{-1}=0$. The second clause is the equation at site $n+1$, so its coefficients are $b_{n+1}$ and $b_{n+2}$.

```lean
/-- The amplitudes `φ` obey `φ_n' = b_n φ_(n-1) - b_(n+1) φ_(n+1)` at all times,
with no site to the left of site `0`. -/
def IsKrylovChain (b : ℕ → ℝ) (φ : ℕ → ℝ → ℝ) : Prop :=
  (∀ t, HasDerivAt (φ 0) (-(b 1 * φ 1 t)) t) ∧
  ∀ n t, HasDerivAt (φ (n + 1)) (b (n + 1) * φ n t - b (n + 2) * φ (n + 2) t) t
```

For normalised amplitudes, Krylov complexity is the mean site number with weights $\varphi_n^2$, and the variance measures the spread about it. The definitions are the corresponding sums for any $\varphi$; normalisation of the proposed amplitudes is proved below. In Lean an infinite sum `∑'` that fails to converge has the value $0$, so convergence is proved separately below, through `HasSum`.

```lean
/-- Krylov complexity: the sum of the site numbers weighted by the squared amplitudes, which is the
mean site number when the amplitudes are normalised. -/
def complexity (φ : ℕ → ℝ → ℝ) (t : ℝ) : ℝ := ∑' n : ℕ, (n : ℝ) * φ n t ^ 2

/-- The sum of the squared deviations of the site number from `complexity φ t`, weighted by the
squared amplitudes; it is the variance when the amplitudes are normalised. -/
def variance (φ : ℕ → ℝ → ℝ) (t : ℝ) : ℝ :=
  ∑' n : ℕ, ((n : ℝ) - complexity φ t) ^ 2 * φ n t ^ 2
```

## Finite $\alpha t$ keeps the geometric ratio below one

Put $s=\sinh(\alpha t)$, $c=\cosh(\alpha t)$ and $x=\tanh^2(\alpha t)=s^2/c^2$. Since $c^2-s^2=1$, we have $1-x=1/c^2>0$, and therefore

$$f_n^2=\frac{x^n}{c^2}=(1-x)\,x^n .$$

This is a geometric distribution over the sites. The condition $x<1$ holds at every finite time, so it is not an assumption of the theorems. For $\alpha\neq0$, $x$ approaches $1$ only as $|t|\to\infty$, where the weight on each fixed site vanishes although the total remains $1$.

The first two lemmas prove $1-x=1/c^2$ and $|x|<1$, the condition required by Mathlib's geometric series. In their Lean statements the variable `x` is the argument of $\tanh$, later set to $\alpha t$. The third is the displayed formula.

```lean
lemma one_sub_tanh_sq (x : ℝ) : 1 - Real.tanh x ^ 2 = 1 / Real.cosh x ^ 2 := by
  have hc := (Real.cosh_pos x).ne'
  rw [Real.tanh_eq_sinh_div_cosh]
  field_simp
  linarith [Real.cosh_sq x]

lemma norm_tanh_sq_lt_one (x : ℝ) : ‖Real.tanh x ^ 2‖ < 1 := by
  have hc := Real.cosh_pos x
  have h : 0 < 1 / Real.cosh x ^ 2 := by positivity
  rw [Real.norm_of_nonneg (sq_nonneg _)]
  linarith [one_sub_tanh_sq x]

/-- The squared amplitudes form a geometric distribution with ratio `tanh²(αt)`. -/
theorem amp_sq (α : ℝ) (n : ℕ) (t : ℝ) :
    amp α n t ^ 2 = (1 - Real.tanh (α * t) ^ 2) * (Real.tanh (α * t) ^ 2) ^ n := by
  rw [one_sub_tanh_sq, amp, div_pow, ← pow_mul, ← pow_mul, mul_comm n 2]
  ring
```

## Linear coefficients make the amplitudes a solution

Write $f_n=s^n/c^{n+1}$. With $s'=\alpha c$ and $c'=\alpha s$, the quotient rule gives, for $n\ge1$,

$$f_n'=\alpha n\frac{s^{n-1}}{c^{n}}-\alpha(n+1)\frac{s^{n+1}}{c^{n+2}}
=b_nf_{n-1}-b_{n+1}f_{n+1}.$$

At $n=0$ the first term is absent and $f_0'=-\alpha s/c^2=-b_1f_1$.

The choice $b_n=\alpha n$ enters when the prefactors $\alpha n$ and $\alpha(n+1)$ are identified with coefficients. For $\alpha\ne0$ no other choice of $b_1,b_2,\dots$ works with these amplitudes: the equation at site $0$ fixes $b_1$, and each further site fixes the next coefficient.

The proof follows the same route. `amp_eq` is the rewriting in $\sinh$ and $\cosh$ (the Lean variable `s` is a time), the two bullets are the two cases, and unfolding `lanczos` lets `field_simp` and `ring` match the prefactors.

```lean
/-- The amplitudes `tanh(αt)^n / cosh(αt)` solve the Krylov chain equation with `b_n = α n`. -/
theorem amp_isKrylovChain (α : ℝ) : IsKrylovChain (lanczos α) (amp α) := by
  have amp_eq : ∀ n s, amp α n s = Real.sinh (α * s) ^ n / Real.cosh (α * s) ^ (n + 1) := by
    intro n s
    rw [amp, Real.tanh_eq_sinh_div_cosh, div_pow, div_div, ← pow_succ]
  refine ⟨fun t => ?_, fun n t => ?_⟩
  · -- the first site only exchanges amplitude with its right neighbour
    have hc := (Real.cosh_pos (α * t)).ne'
    have h0 : amp α 0 = fun s => 1 / Real.cosh (α * s) := by
      funext s
      simp [amp]
    rw [h0]
    refine ((hasDerivAt_const t (1 : ℝ)).fun_div
      ((hasDerivAt_id' t).const_mul α).cosh hc).congr_deriv ?_
    simp only [lanczos, amp_eq]
    push_cast
    field_simp
    ring
  · -- quotient rule for `sinh^(n+1) / cosh^(n+2)`
    have hc := (Real.cosh_pos (α * t)).ne'
    rw [show amp α (n + 1) = fun s => Real.sinh (α * s) ^ (n + 1) / Real.cosh (α * s) ^ (n + 2)
      from funext (amp_eq (n + 1))]
    refine ((((hasDerivAt_id' t).const_mul α).sinh.fun_pow (n + 1)).fun_div
      (((hasDerivAt_id' t).const_mul α).cosh.fun_pow (n + 2))
      (pow_ne_zero _ hc)).congr_deriv ?_
    simp only [lanczos, amp_eq, show n + 1 - 1 = n from rfl, show n + 2 - 1 = n + 1 from rfl]
    push_cast
    field_simp
    ring
```

## Normalisation, mean and variance for every real $\alpha$

No sign of $\alpha$ is needed here. Replacing $\alpha$ by $-\alpha$ changes the sign of the odd amplitudes and leaves every $f_n^2$ unchanged. The geometric series and its first moment give

$$\sum_n f_n^2=(1-x)\frac1{1-x}=1,\qquad
\sum_n n f_n^2=(1-x)\frac{x}{(1-x)^2}=\frac{x}{1-x}=s^2 .$$

`hasSum_rewrite` transfers a known series to the required terms and value. The next two theorems apply it to these sums.

```lean
/-- A convergent series may be rewritten term by term, together with its value. -/
lemma hasSum_rewrite {f g : ℕ → ℝ} {a b : ℝ} (h : HasSum f a)
    (hf : ∀ n, g n = f n) (hb : b = a) : HasSum g b := by
  rw [show g = f from funext hf, hb]
  exact h

/-- The squared amplitudes sum to one at every time. -/
theorem hasSum_amp_sq (α t : ℝ) : HasSum (fun n : ℕ => amp α n t ^ 2) 1 := by
  have hc := (Real.cosh_pos (α * t)).ne'
  refine hasSum_rewrite ((hasSum_geometric_of_norm_lt_one
    (norm_tanh_sq_lt_one (α * t))).mul_left (1 - Real.tanh (α * t) ^ 2)) (fun n => ?_) ?_
  · exact amp_sq α n t
  · rw [one_sub_tanh_sq]
    field_simp

/-- The series for the mean site number converges to `sinh²(αt)`. -/
theorem hasSum_position (α t : ℝ) :
    HasSum (fun n : ℕ => (n : ℝ) * amp α n t ^ 2) (Real.sinh (α * t) ^ 2) := by
  have hc := (Real.cosh_pos (α * t)).ne'
  refine hasSum_rewrite ((hasSum_coe_mul_geometric_of_norm_lt_one
    (norm_tanh_sq_lt_one (α * t))).mul_left (1 - Real.tanh (α * t) ^ 2)) (fun n => ?_) ?_
  · simp only [amp_sq]
    ring
  · rw [one_sub_tanh_sq, Real.tanh_eq_sinh_div_cosh]
    field_simp
```

The main theorem collects the chain equation, the initial condition, normalisation and the complexity. At $t=0$ the amplitude is $1$ on site $0$ and $0$ elsewhere, meaning that the operator starts as the first Krylov vector. The theorem exhibits a solution with this initial condition; it does not address uniqueness.

```lean
/-- For `b_n = α n`, the amplitudes `tanh(αt)^n / cosh(αt)` solve the Krylov chain equation,
start on site `0`, stay normalised, and have Krylov complexity `sinh²(αt)`. -/
theorem krylov_linear_growth (α : ℝ) :
    IsKrylovChain (lanczos α) (amp α) ∧
    (∀ n, amp α n 0 = if n = 0 then 1 else 0) ∧
    (∀ t, HasSum (fun n : ℕ => amp α n t ^ 2) 1) ∧
    ∀ t, complexity (amp α) t = Real.sinh (α * t) ^ 2 :=
  ⟨amp_isKrylovChain α, fun n => by simp [amp, zero_pow_eq], hasSum_amp_sq α,
    fun t => (hasSum_position α t).tsum_eq⟩
```

For the variance, use $n^2=2\binom{n+2}{2}-3n-2$ and $\sum_n\binom{n+2}{2}x^n=(1-x)^{-3}$. The binomial average is then $(1-x)^{-2}=c^4$, and

$$\sum_n (n-s^2)^2f_n^2=2c^4-3s^2-2-s^4=s^2+s^4=s^2c^2 .$$

In the proof, `H2` is the binomial average. The square is expanded in the three known sums, and the last step uses $c^2=1+s^2$.

```lean
/-- The series for the variance of the site number converges to `sinh²(αt) cosh²(αt)`. -/
theorem hasSum_variance (α t : ℝ) :
    HasSum (fun n : ℕ => ((n : ℝ) - complexity (amp α) t) ^ 2 * amp α n t ^ 2)
      (Real.sinh (α * t) ^ 2 * Real.cosh (α * t) ^ 2) := by
  have hc := (Real.cosh_pos (α * t)).ne'
  rw [(krylov_linear_growth α).2.2.2 t]
  -- the second moment comes from the binomial series
  have H2 : HasSum (fun n : ℕ => ((n + 2).choose 2 : ℝ) * amp α n t ^ 2)
      (Real.cosh (α * t) ^ 4) := by
    refine hasSum_rewrite ((hasSum_choose_mul_geometric_of_norm_lt_one 2
      (norm_tanh_sq_lt_one (α * t))).mul_left (1 - Real.tanh (α * t) ^ 2)) (fun n => ?_) ?_
    · simp only [amp_sq]
      ring
    · rw [one_sub_tanh_sq, one_div_pow, one_div_one_div,
        show (Real.cosh (α * t) ^ 2) ^ (2 + 1) =
          Real.cosh (α * t) ^ 2 * Real.cosh (α * t) ^ 4 by ring]
      field_simp
  -- expand the square in terms of the three known sums
  refine hasSum_rewrite (((H2.mul_left 2).sub ((hasSum_position α t).mul_left
    (3 + 2 * Real.sinh (α * t) ^ 2))).add ((hasSum_amp_sq α t).mul_left
    (Real.sinh (α * t) ^ 4 - 2))) (fun n => ?_) ?_
  · simp only [Nat.cast_choose_two]
    push_cast
    ring
  · linear_combination (-2 * Real.cosh (α * t) ^ 2 - Real.sinh (α * t) ^ 2 - 2) *
      Real.cosh_sq (α * t)
```

## For $\alpha t\ge0$ the growth rate is $2b_1$ times the standard deviation

Differentiating the complexity gives $2\alpha sc$, while the standard deviation is $\sqrt{s^2c^2}=|s|c$. If $\alpha t\ge0$, then $s\ge0$ and

$$\frac{d}{dt}\,s^2=2b_1\sqrt{s^2c^2}.$$

For $\alpha>0$ the hypothesis selects times from the start onwards. The proof uses it once, to remove the square root through `Real.sqrt_sq`. For $\alpha t<0$ the right-hand side acquires a minus sign.

```lean
/-- For `αt ≥ 0`, the growth rate of the Krylov complexity equals `2 b_1` times the
standard deviation of the site number. -/
theorem complexity_rate (α t : ℝ) (h : 0 ≤ α * t) :
    HasDerivAt (complexity (amp α))
      (2 * lanczos α 1 * Real.sqrt (variance (amp α) t)) t := by
  have hv : variance (amp α) t = (Real.sinh (α * t) * Real.cosh (α * t)) ^ 2 :=
    (hasSum_variance α t).tsum_eq.trans (by ring)
  rw [hv, Real.sqrt_sq (mul_nonneg (Real.sinh_nonneg_iff.2 h) (Real.cosh_pos _).le),
    show complexity (amp α) = fun s => Real.sinh (α * s) ^ 2
      from funext (krylov_linear_growth α).2.2.2]
  refine (((hasDerivAt_id' t).const_mul α).sinh.fun_pow 2).congr_deriv ?_
  simp only [lanczos, show 2 - 1 = 1 from rfl]
  push_cast
  ring
```

## Positive $\alpha$ gives the late-time factor $1/4$

Lanczos coefficients are norms, so a chain that does not terminate has $\alpha>0$. Then

$$\frac{\sinh^2(\alpha t)}{e^{2\alpha t}}=\left(\frac{1-e^{-2\alpha t}}{2}\right)^2\longrightarrow\frac14\qquad(t\to\infty).$$

The hypothesis makes $e^{-2\alpha t}$ vanish, which is the limit `h` in the proof; `h2` carries it through to the value $1/4$, and the remaining lines establish the displayed identity. For $\alpha=0$ the hopping is zero, the amplitude stays on site $0$ and the ratio is $0$. For $\alpha<0$ the ratio diverges.

```lean
/-- For `α > 0`, the ratio of the Krylov complexity to `exp(2αt)` tends to `1/4`
at late times. -/
theorem complexity_late_time (α : ℝ) (hα : 0 < α) :
    Tendsto (fun t => complexity (amp α) t / Real.exp (2 * α * t)) atTop (𝓝 (1 / 4)) := by
  have h : Tendsto (fun t : ℝ => Real.exp (-(2 * α * t))) atTop (𝓝 0) :=
    Real.tendsto_exp_neg_atTop_nhds_zero.comp
      (tendsto_id.const_mul_atTop (by positivity : 0 < 2 * α))
  have h2 := ((h.const_sub 1).div_const 2).pow 2
  rw [show ((1 - 0 : ℝ) / 2) ^ 2 = 1 / 4 by norm_num] at h2
  refine h2.congr fun t => ?_
  -- write both sides in terms of `exp(αt)`
  have h1 : Real.exp (2 * α * t) = Real.exp (α * t) ^ 2 := by
    rw [pow_two, ← Real.exp_add]
    congr 1
    ring
  have hE := (Real.exp_pos (α * t)).ne'
  rw [(krylov_linear_growth α).2.2.2 t, Real.sinh_eq]
  simp only [Real.exp_neg, h1]
  field_simp

end

end KrylovLinearGrowth
```

```lean
#print axioms KrylovLinearGrowth.krylov_linear_growth
-- 'KrylovLinearGrowth.krylov_linear_growth' depends on axioms: [propext, Classical.choice, Quot.sound]
#print axioms KrylovLinearGrowth.complexity_rate
-- 'KrylovLinearGrowth.complexity_rate' depends on axioms: [propext, Classical.choice, Quot.sound]
#print axioms KrylovLinearGrowth.complexity_late_time
-- 'KrylovLinearGrowth.complexity_late_time' depends on axioms: [propext, Classical.choice, Quot.sound]
```

In the opposite limit of small $\alpha t$, $f_1\approx\alpha t$ and the complexity is approximately $b_1^2t^2$: to leading order only the first hop contributes.

For this infinite chain with exactly linear coefficients, the closed form can serve as a reference for numerical integration of a truncated chain while the weight near the cut is negligible. A finite-dimensional system has a Krylov chain that ends, so there the linear law can hold only over a limited range of $n$.
